# The extrapolation defect of a quadratic residual map

## Definitions and conventions

Let V and W be vector spaces over a field of characteristic zero, in practice ℝ or ℂ. A residual map F : V → W is called quadratic here if

    F(x) = A x − b + Q(x, x)

with A linear, b a fixed vector of W, and Q linear in each argument separately; Q need not be symmetric. Given finitely many stored vectors xᵢ and coefficients cᵢ with Σᵢ cᵢ = 1, of any sign, the extrapolated point and the extrapolation defect are

    m = Σᵢ cᵢ xᵢ

    D = F(m) − Σᵢ cᵢ F(xᵢ)

DIIS and Anderson mixing choose the cᵢ to minimise the norm of Σᵢ cᵢ F(xᵢ), and D is the amount by which this combination misses the true residual at m. The coefficients below are arbitrary apart from their sum, and nothing is claimed about their optimal choice or about convergence.

## The claim and its derivation

The claim is

    D = −½ Σᵢⱼ cᵢ cⱼ Q(xᵢ − xⱼ, xᵢ − xⱼ)

Step 1. The affine part drops out, because A m = Σᵢ cᵢ A xᵢ and Σᵢ cᵢ b = b:

    (A m − b) − Σᵢ cᵢ (A xᵢ − b) = 0

Step 2. What remains, with S = Σᵢ cᵢ Q(xᵢ, xᵢ), is

    D = Q(m, m) − S

Step 3. For any point y, bilinearity gives

    Q(y − xⱼ, y − xⱼ) = Q(y, y) − Q(y, xⱼ) − Q(xⱼ, y) + Q(xⱼ, xⱼ)

Multiply by cⱼ and sum over j. The first term returns Q(y, y) by the normalisation, and the cross terms collect xⱼ into m:

    Σⱼ cⱼ Q(y − xⱼ, y − xⱼ) = Q(y, y) − Q(y, m) − Q(m, y) + S

Step 4. Put y = xᵢ, multiply by cᵢ and sum over i. The first and last terms each give S, and each cross term gives Q(m, m):

    Σᵢⱼ cᵢ cⱼ Q(xᵢ − xⱼ, xᵢ − xⱼ) = 2 (S − Q(m, m)) = −2 D

Division by −2 gives the claim. Putting y = m in Step 3 instead leaves S − Q(m, m) on the right, and since Q(−d, −d) = Q(d, d),

    D = −Σᵢ cᵢ Q(xᵢ − m, xᵢ − m)

For two vectors u, v with weights 1 − t and t the diagonal terms of the double sum vanish and the two off-diagonal terms are equal:

    D = −t (1 − t) Q(u − v, u − v)

At t = ½ with the pair (v, 0) this is −¼ Q(v, v), so D vanishes for all normalised combinations only if Q(v, v) = 0 for all v; Step 2 gives the reverse implication. If ‖Q(v, v)‖ ≤ M ‖v‖² for all v, the triangle inequality applied to F(m) = Σᵢ cᵢ F(xᵢ) + D, and then to the double sum, gives

    ‖F(m)‖ ≤ ‖Σᵢ cᵢ F(xᵢ)‖ + (M/2) Σᵢⱼ |cᵢ| |cⱼ| ‖xᵢ − xⱼ‖²

Finally take F(P) = P² − P on operators. For idempotent Pᵢ every F(Pᵢ) is zero, so D = F(P) for P = Σᵢ cᵢ Pᵢ:

    P² − P = −½ Σᵢⱼ cᵢ cⱼ (Pᵢ − Pⱼ)²

The normalisation cannot be dropped. With one stored number x = 1, c = 2 and F(x) = x², the defect is 4 − 2 = 2 while the double sum is zero.

One identification with electronic structure, which the theorems below do not establish: the Hartree–Fock Fock matrix in an orthonormal basis is h + G(P) with G linear in the density matrix, so the commutator residual [h, P] + [G(P), P] is quadratic with b = 0, whereas a Kohn–Sham exchange–correlation term is in general not of this form.

## The formal development

### Objects

The scalars form a field `𝕜`, `V` and `W` are vector spaces over it of any dimension, and the finite type `ι` labels the stored vectors.

In Lean 4 with Mathlib:

```lean
import Mathlib

open scoped BigOperators

namespace QuadraticExtrapolationDefect

noncomputable section

variable {𝕜 V W ι : Type*} [Field 𝕜] [AddCommGroup V] [Module 𝕜 V]
  [AddCommGroup W] [Module 𝕜 W] [Fintype ι]
```

The type `V →ₗ[𝕜] V →ₗ[𝕜] W` is a linear map into linear maps, that is, a bilinear map, and `Q x y` is Q(x, y). Over ℂ this means linear in both slots: a term containing a complex conjugate is covered only by treating the spaces as real and the cᵢ as real. Cubic and higher terms in F are not covered.

```lean
/-- The residual map `F(x) = A x - b + Q(x,x)` with linear part `A`, offset `b` and
bilinear part `Q`. -/
def quadResidual (A : V →ₗ[𝕜] W) (b : W) (Q : V →ₗ[𝕜] V →ₗ[𝕜] W) (x : V) : W :=
  A x - b + Q x x
```

The same `extrapolate` forms both m, from the family `x`, and Σᵢ cᵢ F(xᵢ), from the family `fun i => F (x i)`.

```lean
/-- The extrapolated vector `∑ cᵢ xᵢ` built from stored vectors `xᵢ` and coefficients `cᵢ`. -/
def extrapolate (c : ι → 𝕜) (x : ι → V) : V :=
  ∑ i, c i • x i
```

`defect` is D for an arbitrary function `F`. The normalisation is not part of the definition; it enters each theorem as the hypothesis `hc`.

```lean
/-- The extrapolation defect `F(∑ cᵢ xᵢ) - ∑ cᵢ F(xᵢ)`: the true residual at the extrapolated
point minus the extrapolated residual. -/
def defect (F : V → W) (c : ι → 𝕜) (x : ι → V) : W :=
  F (extrapolate c x) - extrapolate c (fun i => F (x i))
```

`pairSpread` is the double sum over all ordered pairs (i, j), without the factor −½.

```lean
/-- The weighted pair sum `∑ᵢⱼ cᵢ cⱼ Q(xᵢ - xⱼ, xᵢ - xⱼ)` over differences of stored vectors. -/
def pairSpread (Q : V →ₗ[𝕜] V →ₗ[𝕜] W) (c : ι → 𝕜) (x : ι → V) : W :=
  ∑ i, ∑ j, (c i * c j) • Q (x i - x j) (x i - x j)
```

### The four steps

The collection of cross terms, Q(m, y) = Σᵢ cᵢ Q(xᵢ, y) and Q(y, m) = Σᵢ cᵢ Q(y, xᵢ), is stated for both slots because Q has no symmetry. It holds for any coefficients.

```lean
/-- The bilinear term commutes with extrapolation in each slot separately. -/
theorem bilinear_extrapolate (Q : V →ₗ[𝕜] V →ₗ[𝕜] W) (c : ι → 𝕜) (x : ι → V) (y : V) :
    Q (extrapolate c x) y = ∑ i, c i • Q (x i) y ∧
      Q y (extrapolate c x) = ∑ i, c i • Q y (x i) := by
  constructor
  · simp only [extrapolate, map_sum, map_smul, LinearMap.sum_apply, LinearMap.smul_apply]
  · simp only [extrapolate, map_sum, map_smul]
```

Step 1 is `defect_affine`. After `hb`, which is Σᵢ cᵢ b = b, the rewriting moves A through the sum and the two sides cancel.

```lean
/-- An affine residual `A x - b` has no extrapolation defect when the coefficients sum to one. -/
theorem defect_affine (A : V →ₗ[𝕜] W) (b : W) (c : ι → 𝕜) (x : ι → V)
    (hc : ∑ i, c i = 1) : defect (fun y => A y - b) c x = 0 := by
  -- the normalisation reproduces the offset b
  have hb : ∑ i, c i • b = b := by rw [← Finset.sum_smul, hc, one_smul]
  simp only [defect, extrapolate, map_sum, map_smul, smul_sub, Finset.sum_sub_distrib, hb,
    sub_self]
```

Step 2 splits Σᵢ cᵢ F(xᵢ) into its affine part and S in `hsum`; `linear_combination` then removes the affine terms using Step 1.

```lean
/-- For coefficients summing to one, the defect of the quadratic residual is
`Q(m,m) - ∑ cᵢ Q(xᵢ,xᵢ)` with `m` the extrapolated point. -/
theorem defect_eq_quadratic_part (A : V →ₗ[𝕜] W) (b : W) (Q : V →ₗ[𝕜] V →ₗ[𝕜] W)
    (c : ι → 𝕜) (x : ι → V) (hc : ∑ i, c i = 1) :
    defect (quadResidual A b Q) c x =
      Q (extrapolate c x) (extrapolate c x) - ∑ i, c i • Q (x i) (x i) := by
  have h : A (extrapolate c x) - b - extrapolate c (fun i => A (x i) - b) = 0 :=
    defect_affine A b c x hc
  have hsum : extrapolate c (fun i => quadResidual A b Q (x i)) =
      extrapolate c (fun i => A (x i) - b) + ∑ i, c i • Q (x i) (x i) := by
    simp only [extrapolate, quadResidual, smul_add, Finset.sum_add_distrib]
  show quadResidual A b Q (extrapolate c x)
    - extrapolate c (fun i => quadResidual A b Q (x i)) = _
  rw [hsum, quadResidual]
  linear_combination (norm := module) h
```

In Step 3, `hterm` is the four-term expansion times cⱼ and `hy` is the use of the normalisation on Q(y, y). The cross terms on the right are written as sums by `bilinear_extrapolate`, after which both sides agree term by term.

```lean
/-- Expansion of the weighted spread about any point `y`, for coefficients summing to one:
`∑ cⱼ Q(y - xⱼ, y - xⱼ) = Q(y,y) - Q(y,m) - Q(m,y) + ∑ cⱼ Q(xⱼ,xⱼ)`. -/
theorem spread_about (Q : V →ₗ[𝕜] V →ₗ[𝕜] W) (c : ι → 𝕜) (x : ι → V)
    (hc : ∑ i, c i = 1) (y : V) :
    ∑ j, c j • Q (y - x j) (y - x j) =
      Q y y - Q y (extrapolate c x) - Q (extrapolate c x) y + ∑ j, c j • Q (x j) (x j) := by
  have hterm : ∀ j, c j • Q (y - x j) (y - x j) =
      c j • Q y y - c j • Q y (x j) - c j • Q (x j) y + c j • Q (x j) (x j) := by
    intro j
    simp only [map_sub, LinearMap.sub_apply]
    module
  have hy : ∑ j, c j • Q y y = Q y y := by rw [← Finset.sum_smul, hc, one_smul]
  rw [(bilinear_extrapolate Q c x y).1, (bilinear_extrapolate Q c x y).2]
  simp only [hterm, Finset.sum_add_distrib, Finset.sum_sub_distrib, hy]
```

In Step 4, `hrow` is Step 3 at y = xᵢ multiplied by cᵢ, and `hS` gives Σᵢ cᵢ S = S. The two backward rewrites turn the cross sums into Q(m, m), and `module` collects the factor 2.

```lean
/-- For coefficients summing to one, the pair sum equals
`2 (∑ cᵢ Q(xᵢ,xᵢ) - Q(m,m))` with `m` the extrapolated point. -/
theorem pairSpread_eq (Q : V →ₗ[𝕜] V →ₗ[𝕜] W) (c : ι → 𝕜) (x : ι → V)
    (hc : ∑ i, c i = 1) :
    pairSpread Q c x =
      (2 : 𝕜) • (∑ i, c i • Q (x i) (x i) - Q (extrapolate c x) (extrapolate c x)) := by
  -- each row is the spread about the stored vector xᵢ
  have hrow : ∀ i, ∑ j, (c i * c j) • Q (x i - x j) (x i - x j) =
      c i • Q (x i) (x i) - c i • Q (x i) (extrapolate c x) - c i • Q (extrapolate c x) (x i)
        + c i • ∑ j, c j • Q (x j) (x j) := by
    intro i
    have h := spread_about Q c x hc (x i)
    simp only [mul_smul]
    rw [← Finset.smul_sum, h]
    module
  have hall : pairSpread Q c x = ∑ i, (c i • Q (x i) (x i) - c i • Q (x i) (extrapolate c x)
      - c i • Q (extrapolate c x) (x i) + c i • ∑ j, c j • Q (x j) (x j)) :=
    Finset.sum_congr rfl fun i _ => hrow i
  have hS : ∀ w : W, ∑ i, c i • w = w := by
    intro w
    rw [← Finset.sum_smul, hc, one_smul]
  -- both cross terms average to Q(m,m)
  rw [hall, Finset.sum_add_distrib, Finset.sum_sub_distrib, Finset.sum_sub_distrib,
    hS (∑ j, c j • Q (x j) (x j)),
    ← (bilinear_extrapolate Q c x (extrapolate c x)).1,
    ← (bilinear_extrapolate Q c x (extrapolate c x)).2]
  module
```

### The main theorem and the centred form

In words: for every linear A, vector b, bilinear Q, finite family of vectors and coefficients summing to one, the defect of the quadratic residual is minus one half of the pair sum. The hypothesis `CharZero 𝕜`, met by ℚ, ℝ and ℂ, is used for `h2`, that ½ · 2 = 1. The proof substitutes Steps 2 and 4 and cancels these factors.

```lean
/-- Main result: for `F(x) = A x - b + Q(x,x)` and `∑ cᵢ = 1`, the defect
`F(∑ cᵢ xᵢ) - ∑ cᵢ F(xᵢ)` equals `-(1/2) ∑ᵢⱼ cᵢ cⱼ Q(xᵢ - xⱼ, xᵢ - xⱼ)`. -/
theorem defect_eq_neg_half_pairSpread [CharZero 𝕜] (A : V →ₗ[𝕜] W) (b : W)
    (Q : V →ₗ[𝕜] V →ₗ[𝕜] W) (c : ι → 𝕜) (x : ι → V) (hc : ∑ i, c i = 1) :
    defect (quadResidual A b Q) c x = -((1 / 2 : 𝕜) • pairSpread Q c x) := by
  have h2 : (1 / 2 : 𝕜) * 2 = 1 := by norm_num
  rw [defect_eq_quadratic_part A b Q c x hc, pairSpread_eq Q c x hc, smul_smul, h2, one_smul,
    neg_sub]
```

The centred form has no division and holds over any field. `hflip` is the reversal of sign in both arguments, and the rest is Step 3 at y = m compared with Step 2.

```lean
/-- Centred form: for `∑ cᵢ = 1` the defect is `-∑ cᵢ Q(xᵢ - m, xᵢ - m)` with `m` the
extrapolated point. -/
theorem defect_centred (A : V →ₗ[𝕜] W) (b : W) (Q : V →ₗ[𝕜] V →ₗ[𝕜] W)
    (c : ι → 𝕜) (x : ι → V) (hc : ∑ i, c i = 1) :
    defect (quadResidual A b Q) c x =
      -∑ i, c i • Q (x i - extrapolate c x) (x i - extrapolate c x) := by
  have hflip : ∀ i, Q (x i - extrapolate c x) (x i - extrapolate c x) =
      Q (extrapolate c x - x i) (extrapolate c x - x i) := by
    intro i
    simp only [map_sub, LinearMap.sub_apply]
    abel
  simp only [hflip]
  rw [spread_about Q c x hc (extrapolate c x), defect_eq_quadratic_part A b Q c x hc]
  abel
```

### Two vectors and the converse

Here `![1 - t, t]` and `![u, v]` are families indexed by `Fin 2`, and the weights sum to one for every t, including t outside the interval from 0 to 1. The proof does not go through the main theorem: it writes the two-term sums out in `h`, expands A and Q, and compares coefficients with `module`, so it also holds over any field.

```lean
/-- Mixing two vectors with weights `1 - t` and `t` gives the defect
`-t (1 - t) Q(u - v, u - v)`. -/
theorem defect_two_point (A : V →ₗ[𝕜] W) (b : W) (Q : V →ₗ[𝕜] V →ₗ[𝕜] W)
    (t : 𝕜) (u v : V) :
    defect (ι := Fin 2) (quadResidual A b Q) ![1 - t, t] ![u, v] =
      -((t * (1 - t)) • Q (u - v) (u - v)) := by
  have h : defect (ι := Fin 2) (quadResidual A b Q) ![1 - t, t] ![u, v] =
      quadResidual A b Q ((1 - t) • u + t • v)
        - ((1 - t) • quadResidual A b Q u + t • quadResidual A b Q v) := by
    simp [defect, extrapolate, Fin.sum_univ_two]
  rw [h]
  simp only [quadResidual, map_add, map_sub, map_smul, LinearMap.add_apply,
    LinearMap.sub_apply, LinearMap.smul_apply]
  module
```

The converse fixes A, b and Q and quantifies over every history length `n`, all vectors and all normalised coefficients. It assumes `CharZero 𝕜`: over the field with two elements, Q(x, y) = x y gives no defect, since x² = x there, although Q(1, 1) = 1. From left to right it applies the two-point formula at t = ½ to `![v, 0]` and multiplies by 4. From right to left both terms of Step 2 vanish. The condition Q(v, v) = 0 for all v makes F(x) = A x − b.

```lean
/-- The defect vanishes for every history length, all stored vectors and all coefficients
summing to one if and only if `Q(v,v) = 0` for every `v`. -/
theorem defect_vanishes_iff [CharZero 𝕜] (A : V →ₗ[𝕜] W) (b : W)
    (Q : V →ₗ[𝕜] V →ₗ[𝕜] W) :
    (∀ (n : ℕ) (c : Fin n → 𝕜) (x : Fin n → V), ∑ i, c i = 1 →
      defect (quadResidual A b Q) c x = 0) ↔ ∀ v, Q v v = 0 := by
  constructor
  · intro h v
    have hc : ∀ t : 𝕜, ∑ i, (![1 - t, t] : Fin 2 → 𝕜) i = 1 := by
      intro t
      simp [Fin.sum_univ_two]
    -- the midpoint of v and 0 probes Q(v,v)
    have h2 := h 2 ![1 - 1 / 2, 1 / 2] ![v, 0] (hc (1 / 2))
    rw [defect_two_point, sub_zero, neg_eq_zero] at h2
    have h4 : (4 : 𝕜) * (1 / 2 * (1 - 1 / 2)) = 1 := by norm_num
    calc Q v v = ((4 : 𝕜) * (1 / 2 * (1 - 1 / 2))) • Q v v := by rw [h4, one_smul]
      _ = (4 : 𝕜) • (((1 / 2 : 𝕜) * (1 - 1 / 2)) • Q v v) := mul_smul _ _ _
      _ = 0 := by rw [h2, smul_zero]
  · intro hQ n c x hc
    rw [defect_eq_quadratic_part A b Q c x hc]
    simp only [hQ, smul_zero, Finset.sum_const_zero, sub_self]
```

### The norm bound

The scalars `𝕂` are ℝ or ℂ through `RCLike`, the spaces `E` and `G` are normed, and `‖c i‖` is the absolute value |cᵢ|. The constant `M` is assumed in `hQ`, not derived, and only the diagonal values Q(v, v) are bounded; A need not be continuous. `hP` bounds the double sum term by term, `hd` takes the norm of the main theorem, `htri` is the triangle inequality, and `linarith` chains the three.

```lean
/-- Over real or complex scalars, if `‖Q(v,v)‖ ≤ M ‖v‖²` and `∑ cᵢ = 1`, the true residual norm
at the extrapolated point is at most the norm of the extrapolated residual plus
`(M/2) ∑ᵢⱼ |cᵢ| |cⱼ| ‖xᵢ - xⱼ‖²`. -/
theorem norm_residual_extrapolate_le {𝕂 E G : Type*} [RCLike 𝕂]
    [NormedAddCommGroup E] [NormedSpace 𝕂 E] [NormedAddCommGroup G] [NormedSpace 𝕂 G]
    (A : E →ₗ[𝕂] G) (b : G) (Q : E →ₗ[𝕂] E →ₗ[𝕂] G) (c : ι → 𝕂) (x : ι → E)
    (hc : ∑ i, c i = 1) (M : ℝ) (hQ : ∀ v, ‖Q v v‖ ≤ M * ‖v‖ ^ 2) :
    ‖quadResidual A b Q (extrapolate c x)‖ ≤
      ‖extrapolate c (fun i => quadResidual A b Q (x i))‖
        + M / 2 * ∑ i, ∑ j, ‖c i‖ * ‖c j‖ * ‖x i - x j‖ ^ 2 := by
  -- termwise bound on the pair sum
  have hP : ‖pairSpread Q c x‖ ≤ M * ∑ i, ∑ j, ‖c i‖ * ‖c j‖ * ‖x i - x j‖ ^ 2 := by
    rw [pairSpread, Finset.mul_sum]
    refine (norm_sum_le _ _).trans (Finset.sum_le_sum fun i _ => ?_)
    rw [Finset.mul_sum]
    refine (norm_sum_le _ _).trans (Finset.sum_le_sum fun j _ => ?_)
    rw [norm_smul, norm_mul]
    calc ‖c i‖ * ‖c j‖ * ‖Q (x i - x j) (x i - x j)‖
        ≤ ‖c i‖ * ‖c j‖ * (M * ‖x i - x j‖ ^ 2) :=
          mul_le_mul_of_nonneg_left (hQ _) (by positivity)
      _ = M * (‖c i‖ * ‖c j‖ * ‖x i - x j‖ ^ 2) := by ring
  have h2 : ‖(1 / 2 : 𝕂)‖ = 1 / 2 := by simp
  have hd : ‖defect (quadResidual A b Q) c x‖ = 1 / 2 * ‖pairSpread Q c x‖ := by
    rw [defect_eq_neg_half_pairSpread A b Q c x hc, norm_neg, norm_smul, h2]
  have hsplit : quadResidual A b Q (extrapolate c x) =
      extrapolate c (fun i => quadResidual A b Q (x i)) + defect (quadResidual A b Q) c x := by
    unfold defect
    abel
  have htri : ‖quadResidual A b Q (extrapolate c x)‖ ≤
      ‖extrapolate c (fun i => quadResidual A b Q (x i))‖
        + ‖defect (quadResidual A b Q) c x‖ :=
    (congrArg norm hsplit).le.trans (norm_add_le _ _)
  linarith
```

### Idempotent operators

`R` is any associative algebra with unit over `𝕜`, such as the n × n matrices, and commutativity is not assumed; `CharZero 𝕜` is assumed as in the main theorem. The condition P² = P is the idempotency of a single-determinant spin-orbital density matrix in an orthonormal basis; a non-trivial overlap matrix, Hermiticity and the trace do not appear in the statement. The proof takes A as `-LinearMap.id`, b = 0 and Q as `LinearMap.mul 𝕜 R`. Then `hF` identifies F(y) = y² − y, and `h0` states that the extrapolated residual is zero.

```lean
/-- If every stored operator `Pᵢ` is idempotent and `∑ cᵢ = 1`, the extrapolated operator `P`
has idempotency error `P² - P = -(1/2) ∑ᵢⱼ cᵢ cⱼ (Pᵢ - Pⱼ)²`. -/
theorem idempotency_error [CharZero 𝕜] {R : Type*} [Ring R] [Algebra 𝕜 R]
    (c : ι → 𝕜) (P : ι → R) (hc : ∑ i, c i = 1) (hP : ∀ i, P i * P i = P i) :
    extrapolate c P * extrapolate c P - extrapolate c P =
      -((1 / 2 : 𝕜) • ∑ i, ∑ j, (c i * c j) • ((P i - P j) * (P i - P j))) := by
  -- y ↦ y² - y is a quadratic residual with A = -1, b = 0 and Q the product
  have h := defect_eq_neg_half_pairSpread (-LinearMap.id : R →ₗ[𝕜] R) 0
    (LinearMap.mul 𝕜 R) c P hc
  have hF : ∀ y : R, quadResidual (-LinearMap.id : R →ₗ[𝕜] R) 0 (LinearMap.mul 𝕜 R) y =
      y * y - y := by
    intro y
    simp only [quadResidual, LinearMap.neg_apply, LinearMap.id_apply, LinearMap.mul_apply',
      sub_zero]
    abel
  have h0 : extrapolate c (fun i =>
      quadResidual (-LinearMap.id : R →ₗ[𝕜] R) 0 (LinearMap.mul 𝕜 R) (P i)) = 0 := by
    simp only [extrapolate, hF, hP, sub_self, smul_zero, Finset.sum_const_zero]
  rw [defect, h0, sub_zero, hF] at h
  simpa only [pairSpread, LinearMap.mul_apply'] using h
```

A concrete case uses P₀ = diag(1, 0) and P₁ = diag(0, 1),

```lean
/-- The two diagonal matrices `diag(1,0)` and `diag(0,1)`. -/
def witnessProj : Fin 2 → Matrix (Fin 2) (Fin 2) ℝ :=
  ![!![1, 0; 0, 0], !![0, 0; 0, 1]]
```

with c₀ = 2 and c₁ = −1.

```lean
/-- The extrapolation coefficients `2` and `-1`. -/
def witnessCoeff : Fin 2 → ℝ :=
  ![2, -1]
```

Then P = diag(2, −1), which is `hm`, and P² − P = diag(4 − 2, 1 + 1) = diag(2, 2). The theorem checks idempotency, the sum of the coefficients and this error by direct computation, without invoking the formula. By hand the formula agrees: (P₀ − P₁)² is the unit matrix, and −½ · 2 · c₀ c₁ = 2. Every stored residual is zero here, and the residual at the extrapolated point is not.

```lean
/-- The matrices `diag(1,0)`, `diag(0,1)` are idempotent, the coefficients `2, -1` sum to one,
and the extrapolated matrix has idempotency error `diag(2,2)`. -/
theorem idempotency_error_witness :
    (∀ i, witnessProj i * witnessProj i = witnessProj i) ∧ ∑ i, witnessCoeff i = 1 ∧
      extrapolate witnessCoeff witnessProj * extrapolate witnessCoeff witnessProj
        - extrapolate witnessCoeff witnessProj = !![2, 0; 0, 2] := by
  have hm : extrapolate witnessCoeff witnessProj = !![2, 0; 0, -1] := by
    ext i j
    fin_cases i <;> fin_cases j <;>
      simp [extrapolate, witnessProj, witnessCoeff, Fin.sum_univ_two]
  refine ⟨?_, ?_, ?_⟩
  · intro i
    fin_cases i <;> ext a b <;> fin_cases a <;> fin_cases b <;>
      simp [witnessProj, Matrix.mul_apply, Fin.sum_univ_two]
  · simp [witnessCoeff, Fin.sum_univ_two]
    norm_num
  · rw [hm]
    ext i j
    fin_cases i <;> fin_cases j <;>
      simp <;> norm_num

end

end QuadraticExtrapolationDefect
```

```lean
#print axioms QuadraticExtrapolationDefect.defect_eq_quadratic_part
#print axioms QuadraticExtrapolationDefect.defect_eq_neg_half_pairSpread
#print axioms QuadraticExtrapolationDefect.norm_residual_extrapolate_le
#print axioms QuadraticExtrapolationDefect.idempotency_error
```

```
'QuadraticExtrapolationDefect.defect_eq_quadratic_part' depends on axioms: [propext, Classical.choice, Quot.sound]
'QuadraticExtrapolationDefect.defect_eq_neg_half_pairSpread' depends on axioms: [propext, Classical.choice, Quot.sound]
'QuadraticExtrapolationDefect.norm_residual_extrapolate_le' depends on axioms: [propext, Classical.choice, Quot.sound]
'QuadraticExtrapolationDefect.idempotency_error' depends on axioms: [propext, Classical.choice, Quot.sound]
```
